# The parity of an orbital set commutes with a one-body fermionic Hamiltonian exactly when no coefficient couples the set to its complement

Before tapering a qubit from a fermionic Hamiltonian, one checks that the parity to be fixed commutes with that Hamiltonian. For the parity of an orbital set and a one-body Hamiltonian, the check needs only the coefficients: every entry between the set and its complement must vanish.

```lean
import Mathlib

open Matrix

namespace OrbitalParityTapering

noncomputable section

variable {ι d : Type*} [Fintype ι] [DecidableEq ι] [Fintype d] [DecidableEq d]

/-- The canonical anticommutation relations for annihilation matrices `a p`, whose
conjugate transposes are the creation matrices. -/
structure IsCAR (a : ι → Matrix d d ℂ) : Prop where
  anti : ∀ p q, a p * a q + a q * a p = 0
  mixed : ∀ p q, a p * (a q)ᴴ + (a q)ᴴ * a p = if p = q then 1 else 0

/-- The parity `1 - 2 a_p† a_p` of a single mode. -/
def modeParity (a : ι → Matrix d d ℂ) (p : ι) : Matrix d d ℂ :=
  1 - 2 * ((a p)ᴴ * a p)

/-- The parity of an orbital set `U`: the product of its mode parities, taken along a
fixed listing of `U`. -/
def parity (a : ι → Matrix d d ℂ) (U : Finset ι) : Matrix d d ℂ :=
  (U.toList.map (modeParity a)).prod

/-- The one-body Hamiltonian `∑ h_pq a_p† a_q`. -/
def oneBody (a : ι → Matrix d d ℂ) (h : Matrix ι ι ℂ) : Matrix d d ℂ :=
  ∑ p, ∑ q, h p q • ((a p)ᴴ * a q)

/-- The sign of an orbital: `-1` inside `U` and `+1` outside. -/
def orbitalSign (U : Finset ι) (q : ι) : ℂ := if q ∈ U then -1 else 1

omit [Fintype ι] [DecidableEq ι] in
/-- The parity of a single mode is Hermitian. -/
theorem modeParity_conjTranspose (a : ι → Matrix d d ℂ) (p : ι) :
    (modeParity a p)ᴴ = modeParity a p := by
  simp only [modeParity, two_mul, conjTranspose_sub, conjTranspose_one, conjTranspose_add,
    conjTranspose_mul, conjTranspose_conjTranspose]

omit [Fintype ι] in
/-- For CAR matrices, the parity of mode `p` anticommutes with the annihilator of `p` and
commutes with the annihilators of all other modes. -/
theorem modeParity_mul_annihilator {a : ι → Matrix d d ℂ} (hc : IsCAR a) (p q : ι) :
    modeParity a p * a q = (if q = p then (-1 : ℂ) else 1) • (a q * modeParity a p) := by
  by_cases hqp : q = p
  · rw [if_pos hqp, neg_smul, one_smul, hqp]
    have h1 := (hc.mixed p p).trans (if_pos rfl)
    have h2 : a p * (a p)ᴴ * a p = a p - (a p)ᴴ * a p * a p := by
      rw [eq_sub_iff_add_eq, ← add_mul, h1, one_mul]
    simp only [modeParity, two_mul]
    calc _ = a p - ((a p)ᴴ * a p * a p + (a p)ᴴ * a p * a p) := by noncomm_ring
      _ = -(a p) + ((a p - (a p)ᴴ * a p * a p) + (a p - (a p)ᴴ * a p * a p)) := by abel
      _ = _ := by rw [← h2]; noncomm_ring
  · rw [if_neg hqp, one_smul]
    -- two anticommutations restore the sign
    have e1 := eq_neg_of_add_eq_zero_left (hc.anti p q)
    have e2 := eq_neg_of_add_eq_zero_left ((hc.mixed q p).trans (if_neg hqp))
    have h3 : (a p)ᴴ * a p * a q = a q * (a p)ᴴ * a p := by
      rw [mul_assoc, e1, e2]; noncomm_ring
    simp only [modeParity, two_mul]
    rw [sub_mul, add_mul, h3, mul_sub, mul_add, one_mul, mul_one, mul_assoc]

omit [Fintype ι] in
/-- For CAR matrices, the parity of mode `p` anticommutes with the creator of `p` and
commutes with the creators of all other modes. -/
theorem modeParity_mul_creator {a : ι → Matrix d d ℂ} (hc : IsCAR a) (p q : ι) :
    modeParity a p * (a q)ᴴ =
      (if q = p then (-1 : ℂ) else 1) • ((a q)ᴴ * modeParity a p) := by
  have h := congrArg conjTranspose (modeParity_mul_annihilator hc p q)
  by_cases hqp : q = p
  · rw [if_pos hqp] at h ⊢
    simp only [neg_smul, one_smul, conjTranspose_neg, conjTranspose_mul,
      modeParity_conjTranspose] at h ⊢
    rw [h, neg_neg]
  · rw [if_neg hqp] at h ⊢
    simp only [one_smul, conjTranspose_mul, modeParity_conjTranspose] at h ⊢
    exact h.symm

omit [Fintype ι] in
/-- If `x` anticommutes with the parity of mode `q` and commutes with all other mode parities,
then moving it through a product over distinct modes gives `-1` exactly when `q` is listed. -/
theorem listParity_mul {a : ι → Matrix d d ℂ} {x : Matrix d d ℂ} {q : ι}
    (hx : ∀ p, modeParity a p * x = (if q = p then (-1 : ℂ) else 1) • (x * modeParity a p))
    (l : List ι) (hnd : l.Nodup) :
    (l.map (modeParity a)).prod * x =
      (if q ∈ l then (-1 : ℂ) else 1) • (x * (l.map (modeParity a)).prod) := by
  induction l with
  | nil => simp
  | cons p l ih =>
    obtain ⟨hp, hl⟩ := List.nodup_cons.mp hnd
    rw [List.map_cons, List.prod_cons, mul_assoc, ih hl, mul_smul_comm,
      ← mul_assoc (modeParity a p), hx p]
    by_cases hqp : q = p
    · simp [hqp, hp, mul_assoc]
    · simp [hqp, mul_assoc]

omit [Fintype ι] in
/-- For CAR matrices, the parity of an orbital set is Hermitian and squares to one. -/
theorem parity_involution {a : ι → Matrix d d ℂ} (hc : IsCAR a) (U : Finset ι) :
    parity a U * parity a U = 1 ∧ (parity a U)ᴴ = parity a U := by
  suffices H : ∀ l : List ι, l.Nodup →
      (l.map (modeParity a)).prod * (l.map (modeParity a)).prod = 1 ∧
      ((l.map (modeParity a)).prod)ᴴ = (l.map (modeParity a)).prod from
    H _ U.nodup_toList
  intro l
  induction l with
  | nil => simp
  | cons p l ih =>
    intro hnd
    obtain ⟨hp, hl⟩ := List.nodup_cons.mp hnd
    obtain ⟨h1, h2⟩ := ih hl
    have hA : Commute (l.map (modeParity a)).prod (a p) := by
      have h := listParity_mul (fun r => modeParity_mul_annihilator hc r p) l hl
      rwa [if_neg hp, one_smul] at h
    have hB : Commute (l.map (modeParity a)).prod (a p)ᴴ := by
      have h := listParity_mul (fun r => modeParity_mul_creator hc r p) l hl
      rwa [if_neg hp, one_smul] at h
    have hZ : (l.map (modeParity a)).prod * modeParity a p =
        modeParity a p * (l.map (modeParity a)).prod := by
      have hn := hB.mul_right hA
      simp only [modeParity, two_mul]
      exact (Commute.one_right _).sub_right (hn.add_right hn)
    -- the occupation number is idempotent, so each factor squares to one
    have h0 : a p * a p = 0 := by
      have h : (2 : ℂ) • (a p * a p) = 0 := by rw [two_smul]; exact hc.anti p p
      exact (smul_eq_zero.mp h).resolve_left two_ne_zero
    have hn : (a p)ᴴ * a p * ((a p)ᴴ * a p) = (a p)ᴴ * a p := by
      have e := eq_sub_of_add_eq ((hc.mixed p p).trans (if_pos rfl))
      calc _ = (a p)ᴴ * (a p * (a p)ᴴ) * a p := by simp only [mul_assoc]
        _ = (a p)ᴴ * a p - (a p)ᴴ * (a p)ᴴ * (a p * a p) := by rw [e]; noncomm_ring
        _ = _ := by rw [h0, mul_zero, sub_zero]
    have hsq : modeParity a p * modeParity a p = 1 := by
      simp only [modeParity, two_mul, sub_mul, mul_sub, add_mul, mul_add, one_mul, mul_one, hn]
      abel
    rw [List.map_cons, List.prod_cons]
    constructor
    · rw [mul_assoc, ← mul_assoc _ (modeParity a p), hZ, mul_assoc (modeParity a p), h1,
        mul_one, hsq]
    · rw [conjTranspose_mul, h2, modeParity_conjTranspose, hZ]

/-- For CAR matrices on a nonzero space, the one-body Hamiltonian determines its
coefficients `h_pq`. -/
theorem oneBody_injective [Nonempty d] {a : ι → Matrix d d ℂ} (hc : IsCAR a) :
    Function.Injective (oneBody a) := by
  intro g g' hg
  ext s r
  -- commutator with a creator, then anticommutator with an annihilator
  obtain ⟨K, hK⟩ : ∃ K : Matrix d d ℂ →ₗ[ℂ] Matrix d d ℂ,
      ∀ X, K X = X * (a r)ᴴ - (a r)ᴴ * X :=
    ⟨LinearMap.mulRight ℂ (a r)ᴴ - LinearMap.mulLeft ℂ (a r)ᴴ, fun _ => rfl⟩
  obtain ⟨L, hL⟩ : ∃ L : Matrix d d ℂ →ₗ[ℂ] Matrix d d ℂ, ∀ X, L X = a s * X + X * a s :=
    ⟨LinearMap.mulLeft ℂ (a s) + LinearMap.mulRight ℂ (a s), fun _ => rfl⟩
  have hK' : ∀ p q, K ((a p)ᴴ * a q) = if q = r then (a p)ᴴ else 0 := by
    intro p q
    have h := congrArg conjTranspose (hc.anti r p)
    simp only [conjTranspose_add, conjTranspose_mul, conjTranspose_zero] at h
    calc _ = (a p)ᴴ * (a q * (a r)ᴴ + (a r)ᴴ * a q)
          - ((a p)ᴴ * (a r)ᴴ + (a r)ᴴ * (a p)ᴴ) * a q := by rw [hK]; noncomm_ring
      _ = _ := by rw [hc.mixed q r, h]; split_ifs <;> simp
  have hL' : ∀ p, L (a p)ᴴ = if s = p then 1 else 0 := fun p =>
    (hL _).trans (hc.mixed s p)
  have key : ∀ f : Matrix ι ι ℂ, L (K (oneBody a f)) = f s r • (1 : Matrix d d ℂ) := by
    intro f
    have h1 : K (oneBody a f) = ∑ p, f p r • (a p)ᴴ := by
      simp [oneBody, map_sum, hK']
    rw [h1]
    simp [map_sum, hL']
  have h : (g s r - g' s r) • (1 : Matrix d d ℂ) = 0 := by
    rw [sub_smul, ← key g, ← key g', hg, sub_self]
  exact sub_eq_zero.mp ((smul_eq_zero.mp h).resolve_right one_ne_zero)

/-- For CAR matrices on a nonzero space, the parity of `U` commutes with `∑ h_pq a_p† a_q`
if and only if `h_pq = 0` whenever exactly one of `p`, `q` lies in `U`. -/
theorem parity_commutes_iff [Nonempty d] {a : ι → Matrix d d ℂ} (hc : IsCAR a)
    (U : Finset ι) (h : Matrix ι ι ℂ) :
    parity a U * oneBody a h = oneBody a h * parity a U ↔
      ∀ p q, (p ∈ U ↔ q ∉ U) → h p q = 0 := by
  have hA : ∀ q, parity a U * a q = orbitalSign U q • (a q * parity a U) := by
    intro q
    have e := listParity_mul (fun r => modeParity_mul_annihilator hc r q) _ U.nodup_toList
    by_cases hq : q ∈ U <;> simpa [parity, orbitalSign, hq] using e
  have hB : ∀ q, parity a U * (a q)ᴴ = orbitalSign U q • ((a q)ᴴ * parity a U) := by
    intro q
    have e := listParity_mul (fun r => modeParity_mul_creator hc r q) _ U.nodup_toList
    by_cases hq : q ∈ U <;> simpa [parity, orbitalSign, hq] using e
  obtain ⟨h', hh'⟩ : ∃ h' : Matrix ι ι ℂ,
      ∀ p q, h' p q = orbitalSign U p * orbitalSign U q * h p q :=
    ⟨fun p q => orbitalSign U p * orbitalSign U q * h p q, fun _ _ => rfl⟩
  -- moving the parity through the Hamiltonian dresses each coefficient with two signs
  have key : parity a U * oneBody a h = oneBody a h' * parity a U := by
    simp only [oneBody, Finset.mul_sum, Finset.sum_mul]
    refine Finset.sum_congr rfl fun p _ => Finset.sum_congr rfl fun q _ => ?_
    have e : parity a U * ((a p)ᴴ * a q) =
        (orbitalSign U p * orbitalSign U q) • ((a p)ᴴ * a q * parity a U) := by
      rw [← mul_assoc, hB, smul_mul_assoc, mul_assoc, hA, mul_smul_comm, smul_smul, mul_assoc]
    rw [mul_smul_comm, e, smul_smul, smul_mul_assoc, hh', mul_comm (h p q)]
  have hiff : parity a U * oneBody a h = oneBody a h * parity a U ↔ h' = h := by
    rw [key]
    constructor
    · intro e
      apply oneBody_injective hc
      have e2 := congrArg (fun X => X * parity a U) e
      simpa only [mul_assoc, (parity_involution hc U).1, mul_one] using e2
    · intro e
      rw [e]
  rw [hiff]
  constructor
  · intro e p q hpq
    have hs : orbitalSign U p * orbitalSign U q = -1 := by
      by_cases hq : q ∈ U <;> simp [orbitalSign, hpq, hq]
    have e2 := congrFun (congrFun e p) q
    rw [hh', hs] at e2
    linear_combination (-1 / 2 : ℂ) * e2
  · intro hz
    ext p q
    rw [hh']
    by_cases hpq : (p ∈ U ↔ q ∉ U)
    · rw [hz p q hpq, mul_zero]
    · have hsame : p ∈ U ↔ q ∈ U := by tauto
      by_cases hq : q ∈ U <;> simp [orbitalSign, hsame, hq]

/-- For CAR matrices on a nonzero space, let `h` conserve the parity of `U`. A distortion `t v`
with `t ≠ 0` and some `v_pq ≠ 0` between `U` and its complement destroys this symmetry. -/
theorem distortion_breaks_parity [Nonempty d] {a : ι → Matrix d d ℂ} (hc : IsCAR a)
    (U : Finset ι) (h v : Matrix ι ι ℂ)
    (hsym : parity a U * oneBody a h = oneBody a h * parity a U)
    {p q : ι} (hpq : p ∈ U ↔ q ∉ U) (hv : v p q ≠ 0) {t : ℂ} (ht : t ≠ 0) :
    parity a U * oneBody a (h + t • v) ≠ oneBody a (h + t • v) * parity a U := by
  intro e
  have h1 := (parity_commutes_iff hc U h).mp hsym p q hpq
  have h2 := (parity_commutes_iff hc U (h + t • v)).mp e p q hpq
  rw [Matrix.add_apply, Matrix.smul_apply, h1, zero_add, smul_eq_mul] at h2
  exact mul_ne_zero ht hv h2

/-- The Jordan–Wigner annihilators of two modes, in the basis `|00⟩, |01⟩, |10⟩, |11⟩`. -/
def jordanWigner : Fin 2 → Matrix (Fin 4) (Fin 4) ℂ :=
  ![!![0, 0, 1, 0; 0, 0, 0, 1; 0, 0, 0, 0; 0, 0, 0, 0],
    !![0, 1, 0, 0; 0, 0, 0, 0; 0, 0, 0, -1; 0, 0, 0, 0]]

/-- The two-mode Jordan–Wigner matrices satisfy the canonical anticommutation relations. -/
theorem isCAR_witness : IsCAR jordanWigner := by
  -- expand into entries first, then evaluate them case by case
  constructor <;> intro p q <;> ext i j <;>
    simp only [Matrix.add_apply, Matrix.mul_apply, Matrix.conjTranspose_apply,
      Fin.sum_univ_four] <;>
    fin_cases p <;> fin_cases q <;> fin_cases i <;> fin_cases j <;>
    simp [jordanWigner]

end

end OrbitalParityTapering
```

```lean
#print axioms OrbitalParityTapering.oneBody_injective
-- 'OrbitalParityTapering.oneBody_injective' depends on axioms: [propext, Classical.choice, Quot.sound]
#print axioms OrbitalParityTapering.distortion_breaks_parity
-- 'OrbitalParityTapering.distortion_breaks_parity' depends on axioms: [propext, Classical.choice, Quot.sound]
```

## The criterion and its physical setting

The modes (spin orbitals) form a finite type `ι`, and `d` labels the basis states. The matrix `a p` is the annihilator $a_p$, and its conjugate transpose `(a p)ᴴ` is the creator $a_p^\dagger$. The hypothesis `IsCAR a` states the fermionic relations $\{a_p,a_q\}=0$ and $\{a_p,a_q^\dagger\}=\delta_{pq}$. Any finite-dimensional representation is allowed, and `isCAR_witness` checks the two-mode Jordan–Wigner matrices as an instance.

With $n_p=a_p^\dagger a_p$ and $Z_p=1-2n_p$, the objects `parity a U` and `oneBody a h` are

$$P_U=\prod_{p\in U}Z_p,\qquad H=\sum_{p,q}h_{pq}\,a_p^\dagger a_q .$$

`parity_commutes_iff` says that $P_UH=HP_U$ if and only if $h_{pq}=0$ whenever exactly one of $p,q$ lies in $U$, which Lean writes as `p ∈ U ↔ q ∉ U`. The matrix $h$ may be any complex matrix, so Hermitian ones are included. `[Nonempty d]` excludes the zero-dimensional space, where all matrices coincide and every commutator vanishes.

As an example, let $U$ hold the orbitals that are odd under a mirror plane. A distortion that breaks the mirror can add a term $t\,v$ to $h$, with $v$ coupling odd and even orbitals. By `distortion_breaks_parity`, if $P_U$ commuted with the original $H$, any $t\neq0$ and a single nonzero $v_{pq}$ across the two sets destroy that symmetry. The parity of some other set of orbitals may still be conserved.

The Hamiltonian here is non-interacting. In a molecular calculation, the two-electron terms need their own parity check before the qubit is removed.

## Signs acquired by moving the parity

For a single mode, the relation $a_pa_p^\dagger+a_p^\dagger a_p=1$ gives $a_pn_p=a_p-n_pa_p$. Hence

$$a_pZ_p=a_p-2a_pn_p=-(a_p-2n_pa_p)=-Z_pa_p .$$

For $q\neq p$, two anticommutations give $n_pa_q=-a_p^\dagger a_qa_p=a_qn_p$, so $Z_p$ commutes with $a_q$. This is `modeParity_mul_annihilator`. Since $Z_p$ is Hermitian, taking adjoints gives the same signs for creators, in `modeParity_mul_creator`.

Let $s_q=-1$ for $q\in U$ and $s_q=+1$ otherwise (`orbitalSign`). Passing the factors one at a time, by induction over a list without repetitions in `listParity_mul`, yields

$$P_Ua_q=s_qa_qP_U,\qquad P_Ua_q^\dagger=s_qa_q^\dagger P_U .$$

Tapering also needs $P_U$ to be Hermitian with $P_U^2=1$, which `parity_involution` supplies. From $a_p^2=0$ one finds

$$n_p^2=a_p^\dagger(1-a_p^\dagger a_p)a_p=n_p,$$

so $Z_p^2=1-4n_p+4n_p^2=1$. The $Z_p$ are Hermitian and commute with one another, so both properties pass to the product.

Applying the sign rule to each term of $H$ gives $P_UH=H'P_U$, where $H'$ has coefficients $h'_{pq}=s_ps_qh_{pq}$. Multiplying by $P_U$ on the right shows that $P_U$ commutes with $H$ exactly when $H'=H$.

## Recovering the coefficients from the Hamiltonian

It remains to pass from $H'=H$ to $h'=h$. For each term,

$$[a_p^\dagger a_q,a_r^\dagger]=a_p^\dagger\{a_q,a_r^\dagger\}-\{a_p^\dagger,a_r^\dagger\}a_q=\delta_{qr}a_p^\dagger .$$

Summing, and then taking the anticommutator with $a_s$, gives

$$[H,a_r^\dagger]=\sum_ph_{pr}a_p^\dagger,\qquad \{a_s,[H,a_r^\dagger]\}=h_{sr}\,1 .$$

On a nonzero space $H$ therefore fixes every $h_{sr}$, which is `oneBody_injective`. The condition becomes $s_ps_qh_{pq}=h_{pq}$ for all $p,q$. If exactly one index lies in $U$, it reads $-h_{pq}=h_{pq}$ and forces $h_{pq}=0$; otherwise it holds automatically. If $P_U$ commutes with $H$, and a distortion $t\,v$ with $t\neq0$ has $v_{pq}\neq0$ for one such pair, that entry changes from $0$ to $t\,v_{pq}\neq0$, which violates the criterion.

Lean carries out this extraction with two bundled linear maps, built from `LinearMap.mulLeft` and `LinearMap.mulRight`: `K` is the commutator with $a_r^\dagger$, and `L` is the anticommutator with $a_s$. Because linearity is part of their type, `map_sum` carries them through the sums, and only their action on single terms has to be computed, in `hK'` and `hL'`. Introducing them through `obtain` keeps only their defining equations, so `simp` does not expand them into products too early.
